# For small \(x\), averaging \(e^{ix\cos\theta}\) over the \(N\ge 1\) angles \(2\pi j/N\) has leading error \(2\,i^N x^N/(2^N N!)\)

**Q:** Take two angles, \(\theta=0\) and \(\theta=\pi\). The mean of \(e^{ix\cos\theta}\) over them is \(\cos x = 1-x^2/2+\dots\), while the average over the full circle starts as \(1-x^2/4\). The difference is \(-x^2/4\) to leading order. Why is there no error at first order, and why this one at second?

**A:** The first-order term is proportional to \(\cos\theta\), which averages to zero on the two nodes and on the circle. The second-order term contains \(\cos^2\theta=\tfrac12+\tfrac12\cos 2\theta\). On the circle \(\cos 2\theta\) averages to zero, but it equals 1 at both nodes, so the grid mistakes it for a constant. The excess \(\tfrac12\), multiplied by the Taylor factor \(-x^2/2\), gives \(-x^2/4\).

**Q:** And for general \(N\)?

**A:** Write \(E_N[f]\) for the mean of \(f\) over the angles \(2\pi j/N\), \(j=0,\dots,N-1\), minus its circle average. First take \(f=e^{in\theta}\) with integer \(n\), and set \(\zeta=e^{2\pi i n/N}\). The grid mean is

\[
\frac1N\sum_{j=0}^{N-1}\zeta^j=\begin{cases}1,& N\mid n,\\[2pt] \dfrac{\zeta^N-1}{N(\zeta-1)}=0,&\text{otherwise,}\end{cases}
\]

because \(\zeta^N=1\). The circle average is 1 for \(n=0\) and \((e^{2\pi i n}-1)/(2\pi i n)=0\) otherwise. So \(E_N[e^{in\theta}]\) is 1 when \(n\) is a nonzero multiple of \(N\), and 0 in all other cases.

Next expand the powers of the cosine:

\[
\cos^k\theta=\frac1{2^k}\sum_{m=0}^{k}\binom km e^{i(2m-k)\theta}.
\]

The harmonics lie between \(-k\) and \(k\). For \(k<N\) none is a nonzero multiple of \(N\), so the error vanishes. For \(k=N\) only \(m=0\) and \(m=N\) contribute, each with coefficient \(1/2^N\), and \(E_N[\cos^N\theta]=2/2^N\).

Now expand the exponential to order \(N\):

\[
e^{ix\cos\theta}=\sum_{k=0}^{N}\frac{(ix)^k}{k!}\cos^k\theta+R(\theta).
\]

By linearity the polynomial contributes exactly \(L_Nx^N\), with \(L_N=2\,i^N/(2^N N!)\).

**Q:** Is the remainder small at every angle? That would be enough to control both averages.

**A:** It is. For \(|x|\le1\), using \((N+1+r)!\ge (N+1)!\,(N+2)^r\),

\[
|R(\theta)|\le |x|^{N+1}\sum_{r\ge0}\frac{1}{(N+1+r)!}\le C_N|x|^{N+1},\qquad C_N=\frac{N+2}{(N+1)!\,(N+1)}.
\]

The grid mean and the circle average of \(R\) are each bounded by the same quantity. With \(D(x)=E_N[e^{ix\cos\theta}]\) this gives

\[
|D(x)-L_Nx^N|\le 2C_N|x|^{N+1}.
\]

Dividing by \(|x|^N\) for \(x\ne0\) leaves \(2C_N|x|\), which tends to zero, so \(D(x)/x^N\to L_N\).

**Q:** I accept that. My doubt is whether the Lean statement is about the same \(D\).

**A:** The definition of the error can be compared term by term.

```lean
import Mathlib

open Filter Topology
open scoped Real
open Complex (I)

namespace AngularQuadratureAliasing

noncomputable section

/-- Angular quadrature error of `f` for `N ≥ 1`: its mean over the angles `2πj/N` minus its
average over the full circle. -/
def quadError (N : ℕ) (f : ℝ → ℂ) : ℂ :=
  (∑ j ∈ Finset.range N, f (2 * π * j / N)) / N
    - (∫ θ in (0 : ℝ)..(2 * π), f θ) / ((2 * π : ℝ) : ℂ)
```

`Finset.range N` is \(j=0,\dots,N-1\), and the integral is divided by \(2\pi\), so both terms are normalised averages. The sign convention is grid minus circle. The first node is fixed at \(\theta=0\).

```lean
/-- The angular harmonic `exp(i n θ)`. -/
def angularWave (n : ℤ) (θ : ℝ) : ℂ := Complex.exp (n * I * θ)

/-- The function `exp(i x cos θ)`: a plane wave on a circle centred at the origin, with the wave
vector in the plane of the circle and `x` the wave number times the radius. -/
def planeWave (x θ : ℝ) : ℂ := Complex.exp (I * (x * (Real.cos θ : ℂ)))
```

In `planeWave`, \(x\) is a real number. For a wave vector in the plane of the circle it is the wave number times the radius, and \(\theta\) is measured from the direction of the wave vector. Hence `quadError N (planeWave x)` is \(D(x)\).

The final theorem, `planeWave_aliasing_limit`, assumes only `0 < N`, which excludes an empty grid. Its filter `𝓝[≠] 0` means that \(x\) approaches zero through nonzero real values, from either side, and the target is \(L_N\).

**Q:** So one node must point along the wave vector. What if the grid is rotated?

**A:** The theorem treats only the aligned grid. The same calculation by hand suggests an extra factor \(\cos N\alpha\) for a grid rotated by \(\alpha\), but the file has no such parameter. It also says nothing about quadrature over a sphere, or about projections of the wave onto harmonics other than the constant.

**Q:** Then show me where the aliasing rule is proved.

**A:** Here.

```lean
/-- Aliasing rule: for `N ≥ 1` the quadrature error of `exp(i n θ)` is one if `n` is a nonzero
multiple of `N`, and zero otherwise. -/
theorem quadError_angularWave {N : ℕ} (hN : 0 < N) (n : ℤ) :
    quadError N (angularWave n) = if (N : ℤ) ∣ n ∧ n ≠ 0 then 1 else 0 := by
  have hN' : (N : ℂ) ≠ 0 := by exact_mod_cast hN.ne'
  by_cases h0 : n = 0
  · have h2 : ((2 * π : ℝ) : ℂ) ≠ 0 := by exact_mod_cast Real.two_pi_pos.ne'
    have h1 : angularWave n = fun _ => 1 := by
      funext θ
      simp [angularWave, h0]
    rw [if_neg (fun e => e.2 h0), quadError, h1, intervalIntegral.integral_const]
    simp only [Finset.sum_const, Finset.card_range, nsmul_eq_mul, mul_one, sub_zero,
      Complex.real_smul, div_self hN', div_self h2, sub_self]
  have hint : ∫ θ in (0 : ℝ)..(2 * π), angularWave n θ = 0 := by
    have hc : (n : ℂ) * I ≠ 0 := mul_ne_zero (by exact_mod_cast h0) Complex.I_ne_zero
    have h2 : Complex.exp (n * I * ((2 * π : ℝ) : ℂ)) = 1 :=
      Complex.exp_eq_one_iff.2 ⟨n, by push_cast; ring⟩
    simp only [angularWave]
    rw [integral_exp_mul_complex hc, h2]
    simp
  -- on the grid the harmonic runs through powers of an `N`-th root of unity
  obtain ⟨ζ, hζ⟩ : ∃ ζ : ℂ, ζ = Complex.exp (n * (2 * π * I) / N) := ⟨_, rfl⟩
  have hterm : ∀ j : ℕ, angularWave n (2 * π * j / N) = ζ ^ j := by
    intro j
    rw [hζ, ← Complex.exp_nat_mul, angularWave]
    congr 1
    push_cast
    ring
  have hpow : ζ ^ N = 1 := by
    rw [hζ, ← Complex.exp_nat_mul, Complex.exp_eq_one_iff]
    exact ⟨n, by field_simp⟩
  have hone : ζ = 1 ↔ (N : ℤ) ∣ n := by
    rw [hζ, Complex.exp_eq_one_iff]
    constructor <;> rintro ⟨c, hc⟩ <;> refine ⟨c, ?_⟩
    · rw [div_eq_iff hN'] at hc
      have h : (n : ℂ) = N * c := by
        apply mul_right_cancel₀ Complex.two_pi_I_ne_zero
        linear_combination hc
      exact_mod_cast h
    · rw [div_eq_iff hN', hc]
      push_cast
      ring
  rw [quadError, hint, zero_div, sub_zero, Finset.sum_congr rfl (fun j _ => hterm j)]
  by_cases h : (N : ℤ) ∣ n
  · rw [if_pos ⟨h, h0⟩, hone.2 h]
    simp [hN']
  · rw [if_neg (fun e => h e.1), geom_sum_eq (fun e => h (hone.1 e)), hpow]
    simp
```

The case \(n=0\) is separate: both averages are 1 and cancel. For \(n\ne0\), `hint` evaluates the integral to zero. `hterm` identifies the sampled values with \(\zeta^j\), `hpow` gives \(\zeta^N=1\), and `hone` says that \(\zeta=1\) exactly when \(N\) divides \(n\). The last lines are the two cases of the geometric sum.

**Q:** You then used linearity and the binomial theorem.

**A:** Each is a lemma. Continuity in the first one lets the integral pass through the finite sum.

```lean
/-- The quadrature error is linear on finite combinations of continuous functions. -/
theorem quadError_sum (N : ℕ) (s : Finset ℕ) (c : ℕ → ℂ) (f : ℕ → ℝ → ℂ)
    (hf : ∀ i, Continuous (f i)) :
    quadError N (fun θ => ∑ i ∈ s, c i * f i θ) = ∑ i ∈ s, c i * quadError N (f i) := by
  have hi : ∀ i ∈ s, IntervalIntegrable (fun θ => c i * f i θ)
      MeasureTheory.volume 0 (2 * π) :=
    fun i _ => (continuous_const.mul (hf i)).intervalIntegrable _ _
  simp only [quadError]
  rw [intervalIntegral.integral_finsetSum hi, Finset.sum_comm]
  simp only [intervalIntegral.integral_const_mul, ← Finset.mul_sum]
  rw [Finset.sum_div, Finset.sum_div, ← Finset.sum_sub_distrib]
  exact Finset.sum_congr rfl fun i _ => by ring

/-- Binomial expansion of `cos^k θ` in the angular harmonics `2m - k`, `m = 0, …, k`. -/
theorem cos_pow_eq (k : ℕ) (θ : ℝ) :
    (Real.cos θ : ℂ) ^ k = ∑ m ∈ Finset.range (k + 1),
      (k.choose m : ℂ) / 2 ^ k * angularWave (2 * (m : ℤ) - (k : ℤ)) θ := by
  rw [Complex.ofReal_cos, Complex.cos, div_pow, add_pow, Finset.sum_div]
  refine Finset.sum_congr rfl fun m hm => ?_
  have h : Complex.exp (θ * I) ^ m * Complex.exp (-θ * I) ^ (k - m)
      = angularWave (2 * (m : ℤ) - (k : ℤ)) θ := by
    rw [← Complex.exp_nat_mul, ← Complex.exp_nat_mul, ← Complex.exp_add, angularWave]
    congr 1
    rw [Nat.cast_sub (Nat.lt_succ_iff.1 (Finset.mem_range.1 hm))]
    push_cast
    ring
  rw [h]
  ring
```

The second writes the cosine as half the sum of two exponentials, applies `add_pow`, and collects each product into the harmonic \(2m-k\).

**Q:** And the selection of the two outermost harmonics?

**A:** That is the next lemma.

```lean
/-- For `N ≥ 1` and `k ≤ N`, the quadrature error of `cos^k θ` is `2/2^N` if `k = N`, and zero
otherwise. -/
theorem quadError_cos_pow {N k : ℕ} (hN : 0 < N) (hk : k ≤ N) :
    quadError N (fun θ => (Real.cos θ : ℂ) ^ k) = if k = N then 2 / 2 ^ N else 0 := by
  have hkey : ∀ n : ℤ, -(N : ℤ) < n → n < N → quadError N (angularWave n) = 0 := by
    intro n h1 h2
    rw [quadError_angularWave hN, if_neg]
    rintro ⟨hd, h0⟩
    rcases lt_or_gt_of_ne h0 with h | h
    · have := Int.le_of_dvd (by omega) ((dvd_neg).2 hd)
      omega
    · have := Int.le_of_dvd h hd
      omega
  have hends : ∀ n : ℤ, n = N ∨ n = -N → quadError N (angularWave n) = 1 := by
    rintro n (rfl | rfl) <;> rw [quadError_angularWave hN, if_pos] <;> simp [hN.ne']
  rw [funext (cos_pow_eq k)]
  refine (quadError_sum N _ (fun m => (k.choose m : ℂ) / 2 ^ k)
    (fun m => angularWave (2 * (m : ℤ) - (k : ℤ)))
    (fun m => by unfold angularWave; fun_prop)).trans ?_
  by_cases h : k = N
  · rw [if_pos h, h]
    have hsub : ({0, N} : Finset ℕ) ⊆ Finset.range (N + 1) := by
      intro m hm
      simp only [Finset.mem_insert, Finset.mem_singleton] at hm
      exact Finset.mem_range.2 (by omega)
    -- only the two extreme harmonics `±N` survive
    rw [← Finset.sum_subset hsub (fun m hm hm' => by
      simp only [Finset.mem_insert, Finset.mem_singleton, not_or] at hm'
      have := Finset.mem_range.1 hm
      rw [hkey _ (by omega) (by omega), mul_zero]), Finset.sum_pair hN.ne,
      hends _ (by omega), hends _ (by omega), Nat.choose_zero_right, Nat.choose_self,
      Nat.cast_one]
    ring
  · rw [if_neg h]
    refine Finset.sum_eq_zero fun m hm => ?_
    have := Finset.mem_range.1 hm
    rw [hkey _ (by omega) (by omega), mul_zero]
```

`hkey` says that every harmonic strictly between \(-N\) and \(N\) has zero error, and `hends` that \(\pm N\) have error 1. For \(k=N\), `Finset.sum_subset` reduces the binomial sum to \(m=0\) and \(m=N\); for \(k<N\) every term vanishes. At \(N=1\) the two surviving terms are the whole sum, and the result is 1, as it should be for \(\cos\theta\) sampled at \(\theta=0\).

**Q:** What carries the remainder bound from single angles to the averages?

**A:** A stability estimate: the grid mean and the circle average each move by at most \(B\), and the triangle inequality adds them.

```lean
/-- If two continuous functions differ by at most `B` at every angle, their quadrature errors
for `N ≥ 1` differ by at most `2B`. -/
theorem quadError_close {N : ℕ} (hN : 0 < N) {f g : ℝ → ℂ} {B : ℝ}
    (hf : Continuous f) (hg : Continuous g) (h : ∀ θ, ‖f θ - g θ‖ ≤ B) :
    ‖quadError N f - quadError N g‖ ≤ 2 * B := by
  have h1 : ‖(∑ j ∈ Finset.range N, (f (2 * π * j / N) - g (2 * π * j / N))) / (N : ℂ)‖
      ≤ B := by
    rw [norm_div, Complex.norm_natCast, div_le_iff₀ (by exact_mod_cast hN)]
    calc _ ≤ ∑ _j ∈ Finset.range N, B := norm_sum_le_of_le _ (fun j _ => h _)
      _ = B * N := by simp [mul_comm]
  have h2 : ‖(∫ θ in (0 : ℝ)..(2 * π), (f θ - g θ)) / ((2 * π : ℝ) : ℂ)‖ ≤ B := by
    rw [norm_div, Complex.norm_real, Real.norm_of_nonneg Real.two_pi_pos.le,
      div_le_iff₀ Real.two_pi_pos]
    have h3 := intervalIntegral.norm_integral_le_of_norm_le_const
      (a := 0) (b := 2 * π) (f := fun θ => f θ - g θ) (C := B) (fun θ _ => h θ)
    rwa [sub_zero, abs_of_pos Real.two_pi_pos] at h3
  rw [Finset.sum_sub_distrib] at h1
  rw [intervalIntegral.integral_sub (hf.intervalIntegrable _ _)
    (hg.intervalIntegrable _ _)] at h2
  rw [two_mul]
  refine le_trans (le_of_eq_of_le ?_ (norm_sub_le _ _)) (add_le_add h1 h2)
  simp only [quadError]
  congr 1
  ring
```

The estimate for finite \(x\) then combines everything so far.

```lean
/-- For `N ≥ 1` and `|x| ≤ 1`, the plane-wave quadrature error equals `2 i^N x^N/(2^N N!)` up to
an explicit constant times `|x|^(N+1)`. -/
theorem planeWave_error_bound {N : ℕ} (hN : 0 < N) {x : ℝ} (hx : |x| ≤ 1) :
    ‖quadError N (planeWave x) - 2 * I ^ N / (2 ^ N * N.factorial) * (x : ℂ) ^ N‖
      ≤ 2 * ((N + 2) / ((N + 1).factorial * (N + 1))) * |x| ^ (N + 1) := by
  -- the Taylor polynomial of order `N` carries exactly the leading term
  have hT : quadError N (fun θ => ∑ k ∈ Finset.range (N + 1),
      (I * x) ^ k / (k.factorial : ℂ) * (Real.cos θ : ℂ) ^ k)
      = 2 * I ^ N / (2 ^ N * N.factorial) * (x : ℂ) ^ N := by
    refine (quadError_sum N _ (fun k => (I * x) ^ k / (k.factorial : ℂ))
      (fun k θ => (Real.cos θ : ℂ) ^ k) (fun k => by fun_prop)).trans ?_
    rw [Finset.sum_eq_single_of_mem N (Finset.mem_range.2 (Nat.lt_succ_self N))]
    · rw [quadError_cos_pow hN le_rfl, if_pos rfl]
      ring
    · intro k hk hne
      rw [quadError_cos_pow hN (Nat.lt_succ_iff.1 (Finset.mem_range.1 hk)), if_neg hne,
        mul_zero]
  rw [← hT, mul_assoc]
  refine quadError_close hN (by unfold planeWave; fun_prop) (by fun_prop) fun θ => ?_
  -- the Taylor remainder is small uniformly in the angle
  have hz : ‖I * (x * (Real.cos θ : ℂ))‖ ≤ |x| := by
    rw [norm_mul, norm_mul, Complex.norm_I, one_mul, Complex.norm_real, Complex.norm_real,
      Real.norm_eq_abs, Real.norm_eq_abs]
    exact mul_le_of_le_one_right (abs_nonneg x) (Real.abs_cos_le_one θ)
  have hK : ((N + 1).succ : ℝ) * (((N + 1).factorial : ℝ) * ((N + 1 : ℕ) : ℝ))⁻¹
      = (N + 2) / ((N + 1).factorial * (N + 1)) := by
    rw [Nat.succ_eq_add_one, div_eq_mul_inv]
    push_cast
    ring
  have hsum : ∑ k ∈ Finset.range (N + 1),
      (I * x) ^ k / (k.factorial : ℂ) * (Real.cos θ : ℂ) ^ k
      = ∑ k ∈ Finset.range (N + 1), (I * (x * (Real.cos θ : ℂ))) ^ k / (k.factorial : ℂ) :=
    Finset.sum_congr rfl fun k _ => by ring
  rw [hsum, planeWave, ← hK, mul_comm _ (|x| ^ (N + 1))]
  refine (Complex.exp_bound (hz.trans hx) (Nat.succ_pos N)).trans ?_
  exact mul_le_mul_of_nonneg_right (pow_le_pow_left₀ (norm_nonneg _) hz _) (by positivity)
```

`hT` shows that the Taylor polynomial has error exactly \(L_Nx^N\). `quadError_close` compares it with the plane wave, `hz` supplies \(|ix\cos\theta|\le|x|\), and `Complex.exp_bound` supplies the remainder with the constant \(C_N\).

**Q:** And the limit is the division by \(x^N\)?

**A:** Yes. The proof restricts to \(0<|x|<1\), rewrites the distance from \(L_N\) as \(|D(x)-L_Nx^N|/|x|^N\), and squeezes it between zero and \(2C_N|x|\).

```lean
/-- Leading aliasing error of a plane wave on `N ≥ 1` equally spaced angles: divided by `x^N`,
it tends to `2 i^N/(2^N N!)` as real nonzero `x` tends to zero. -/
theorem planeWave_aliasing_limit {N : ℕ} (hN : 0 < N) :
    Tendsto (fun x : ℝ => quadError N (planeWave x) / (x : ℂ) ^ N) (𝓝[≠] 0)
      (𝓝 (2 * I ^ N / (2 ^ N * N.factorial))) := by
  rw [tendsto_iff_norm_sub_tendsto_zero]
  have hg : Tendsto (fun x : ℝ => 2 * (((N : ℝ) + 2) / ((N + 1).factorial * (N + 1))) * |x|)
      (𝓝[≠] 0) (𝓝 0) :=
    ((continuous_const.mul continuous_abs).tendsto' 0 0 (by simp)).mono_left
      nhdsWithin_le_nhds
  refine squeeze_zero' (Eventually.of_forall fun x => norm_nonneg _) ?_ hg
  filter_upwards [self_mem_nhdsWithin,
    nhdsWithin_le_nhds (Metric.ball_mem_nhds (0 : ℝ) one_pos)] with x hx0 hx1
  have hx0' : x ≠ 0 := hx0
  rw [mem_ball_zero_iff, Real.norm_eq_abs] at hx1
  have hxN : (x : ℂ) ^ N ≠ 0 := pow_ne_zero _ (by exact_mod_cast hx0')
  have e : ∀ D L : ℂ, D / (x : ℂ) ^ N - L = (D - L * (x : ℂ) ^ N) / (x : ℂ) ^ N := by
    intro D L
    rw [sub_div, mul_div_cancel_right₀ _ hxN]
  rw [e, norm_div, norm_pow, Complex.norm_real, Real.norm_eq_abs,
    div_le_iff₀ (pow_pos (abs_pos.2 hx0') N)]
  exact (planeWave_error_bound hN hx1.le).trans_eq (by ring)

end

end AngularQuadratureAliasing
```

```lean
#print axioms AngularQuadratureAliasing.quadError_cos_pow
#print axioms AngularQuadratureAliasing.planeWave_aliasing_limit
```

```
'AngularQuadratureAliasing.quadError_cos_pow' depends on axioms: [propext, Classical.choice, Quot.sound]
'AngularQuadratureAliasing.planeWave_aliasing_limit' depends on axioms: [propext, Classical.choice, Quot.sound]
```

**Q:** Where would I meet this \(D(x)\) in a muffin-tin calculation?

**A:** Suppose a plane wave is averaged over a sphere around an atom with a product grid, using equally spaced azimuths at each polar angle. Take the centre of the atom as the origin. One polar angle \(\vartheta\) selects a ring of radius \(\rho=r\sin\vartheta\), where \(r\) is the radius of the sphere. The wave-vector component along the polar axis gives a constant phase on that ring. The component \(K\) perpendicular to the axis gives \(e^{iK\rho\cos\theta}\), so \(x=K\rho\). For a single plane wave on one ring with a node along the perpendicular component, the azimuthal average therefore has error \(D(K\rho)\) times that phase.

With \(N=4\) and \(x=0.1\), the leading term is \(x^4/192\approx5.2\times10^{-7}\), and the bound places \(D(x)\) within \(2\times10^{-7}\) of it.

**Q:** Is the bound always that informative?

**A:** No. Its ratio to the leading term is \(2^N(N+2)|x|/(N+1)^2\), which grows quickly with \(N\). For \(N=8\) it is about \(32|x|\), so the bound guarantees that the leading term dominates only when \(|x|\) is below roughly \(0.03\). This is a limit of the bound, not of the leading term, which stays accurate for much larger \(|x|\): at \(N=8\) and \(x=1\) it is still within about 3% of \(D(x)\).
